# For $U>0$, only the occupation matrix $(N/d)\,1$ maximizes the DFT+U penalty $\tfrac U2\,\mathrm{tr}\,n(1-n)$ for $N$ electrons in $d$ orbitals

Put one electron of a given spin into the $p_x, p_y$ doublet of an atom on a site with the symmetry of a square. If the calculation keeps that symmetry, each orbital holds half an electron, and the DFT+U penalty $\tfrac U2\,\mathrm{tr}\,n(1-n)$ is $U/4$. If the electron settles in $p_x$ alone, the penalty is zero. Could any other occupation matrix with one electron cost more than the symmetric one?

For $U>0$ the answer is no. More generally, for $N$ electrons in any finite number $d\ge 1$ of orbitals, no occupation matrix costs more than $(N/d)\,1$. In a DFT+U calculation, imposing site symmetry can therefore select the occupation matrix with the highest penalty for the given electron number. The penalty here is that of the simplified rotationally invariant form of DFT+U, which has a single effective $U$; other forms have different correction terms. The result concerns this term alone, for one shell and one spin channel, with the rest of the total energy left out.

## Occupations, electron number and penalty

```lean
import Mathlib

open Matrix

namespace EqualOccupationPenalty

noncomputable section

variable {m : Type*} [Fintype m] [DecidableEq m]
```

The type `m` is the finite set of orbitals, taken as orthonormal, and `Matrix m m ℂ` is the type of complex matrices with rows and columns labelled by them. The number of orbitals $d$ appears in Lean as `Fintype.card m`.

```lean
/-- The electron number of an occupation matrix: the real part of its trace. -/
def electronNumber (n : Matrix m m ℂ) : ℝ := n.trace.re
```

The electron number is $N=\mathrm{Re}\,\mathrm{tr}\,n$. Taking the real part gives a real number, which can be compared with others by $\le$.

```lean
/-- The DFT+U penalty `(U/2) tr n(1 - n)`, taken as a real number. -/
def hubbardPenalty (U : ℝ) (n : Matrix m m ℂ) : ℝ :=
  U / 2 * (n * (1 - n)).trace.re
```

This is the penalty $E_U(n)=\tfrac U2\,\mathrm{Re}\,\mathrm{tr}\,n(1-n)$. The constant $U$ stands for the effective on-site interaction strength, and here it is a given real number, the same for all orbitals of the shell.

```lean
/-- The occupation matrix `(N/d) 1` that spreads `N` electrons equally over `d` orbitals,
for a nonempty set of orbitals. -/
def equalOccupation (N : ℝ) : Matrix m m ℂ :=
  ((N / (Fintype.card m : ℝ) : ℝ) : ℂ) • (1 : Matrix m m ℂ)
```

Equal occupation is the matrix $(N/d)\,1$, whose off-diagonal entries are zero. Equal diagonal entries alone are not enough: an electron in $(p_x+p_y)/\sqrt2$ also puts one half on each diagonal entry, but its penalty is zero. The type annotations turn the real number $N/d$ into a complex one before it multiplies the identity.

```lean
/-- A set of symmetry matrices has scalar commutant if every Hermitian matrix commuting
with all of them is a multiple of the identity. -/
def ScalarCommutant (S : Set (Matrix m m ℂ)) : Prop :=
  ∀ A : Matrix m m ℂ, A.IsHermitian → (∀ g ∈ S, g * A = A * g) →
    ∃ c : ℂ, A = c • (1 : Matrix m m ℂ)
```

A symmetry operation acts on the orbitals through a matrix $g$, and an occupation matrix respects it when $gn=ng$. The set `S` has `ScalarCommutant` if the only Hermitian matrices commuting with all its members are multiples of the identity. When `S` is a group of unitary matrices, this says that the orbitals form a single irreducible representation. The five-orbital $3d$ shell on a site with full cubic symmetry fails the condition, because it splits into $e_g$ and $t_{2g}$.

## Real traces and squared entries

```lean
omit [Fintype m] in
/-- A real multiple of the identity is Hermitian. -/
theorem scalar_isHermitian (c : ℝ) : ((c : ℂ) • (1 : Matrix m m ℂ)).IsHermitian := by
  unfold Matrix.IsHermitian
  rw [Matrix.conjTranspose_smul, Matrix.conjTranspose_one, Complex.star_def,
    Complex.conj_ofReal]
```

A `theorem` line gives the statement, and what follows `:=` is its proof. Here the statement is that $c\,1$ is Hermitian for real $c$, since conjugation leaves $c$ unchanged.

```lean
/-- For a Hermitian occupation matrix the traces of `n` and of `n(1 - n)` are real. -/
theorem traces_real {n : Matrix m m ℂ} (hn : n.IsHermitian) :
    n.trace.im = 0 ∧ (n * (1 - n)).trace.im = 0 := by
  have key : ∀ A : Matrix m m ℂ, Aᴴ = A → A.trace.im = 0 := by
    intro A hA
    have h : star A.trace = A.trace := by rw [← Matrix.trace_conjTranspose, hA]
    exact Complex.conj_eq_iff_im.mp h
  refine ⟨key n hn.eq, key _ ?_⟩
  rw [Matrix.conjTranspose_mul, Matrix.conjTranspose_sub, Matrix.conjTranspose_one, hn.eq]
  noncomm_ring
```

The hypothesis `hn` says that $n$ is Hermitian. The conclusion is that $\mathrm{tr}\,n$ and $\mathrm{tr}\,n(1-n)$ have zero imaginary part, so the real parts in the definitions discard nothing.

By hand, $A^\dagger=A$ gives $\overline{\mathrm{tr}\,A}=\mathrm{tr}\,A^\dagger=\mathrm{tr}\,A$, so the trace is real. This is the step called `key`. It applies to $n$, and also to $n(1-n)$, because
$$[n(1-n)]^\dagger=(1-n)n=n-n^2=n(1-n).$$

```lean
omit [DecidableEq m] in
/-- The trace of the square of a Hermitian matrix is the sum of the squared moduli of
its entries. -/
theorem trace_sq_eq_sum {A : Matrix m m ℂ} (hA : A.IsHermitian) :
    (A * A).trace.re = ∑ i, ∑ j, Complex.normSq (A i j) := by
  simp only [Matrix.trace, Matrix.diag_apply, Matrix.mul_apply, Complex.re_sum]
  refine Finset.sum_congr rfl fun i _ => Finset.sum_congr rfl fun j _ => ?_
  rw [← hA.apply j i, Complex.star_def, Complex.mul_conj, Complex.ofReal_re]
```

For Hermitian $A$ we have $A_{ji}=\overline{A_{ij}}$, hence
$$\mathrm{tr}\,A^2=\sum_{i,j}A_{ij}A_{ji}=\sum_{i,j}A_{ij}\overline{A_{ij}}=\sum_{i,j}|A_{ij}|^2 .$$
`Complex.normSq` is the squared modulus. The proof writes out the trace and the matrix product, then compares the two double sums term by term.

```lean
/-- Equal occupations built for `N` electrons hold `N` electrons. -/
theorem electronNumber_equalOccupation [Nonempty m] (N : ℝ) :
    electronNumber (equalOccupation N : Matrix m m ℂ) = N := by
  have hd : (Fintype.card m : ℝ) ≠ 0 := Nat.cast_ne_zero.mpr Fintype.card_ne_zero
  unfold electronNumber equalOccupation
  rw [Matrix.trace_smul, Matrix.trace_one, smul_eq_mul, Complex.re_ofReal_mul,
    Complex.natCast_re, div_mul_cancel₀ N hd]
```

The trace of $(N/d)\,1$ is $(N/d)\,d=N$. The assumption `[Nonempty m]` says that there is at least one orbital, so $d\neq0$ and the division can be undone.

## The penalty falls by the squared deviation

```lean
/-- For a Hermitian matrix `n` with trace `N` on `d` orbitals, the trace of `n(1 - n)` equals `N(1 -
N/d)` minus the sum of the squared moduli of the entries of `n - (N/d) 1`. -/
theorem trace_eq_sub_deviation [Nonempty m] {n : Matrix m m ℂ} (hn : n.IsHermitian) :
    (n * (1 - n)).trace.re =
      electronNumber n * (1 - electronNumber n / (Fintype.card m : ℝ)) -
        ∑ i, ∑ j, Complex.normSq
          ((n - equalOccupation (electronNumber n) : Matrix m m ℂ) i j) := by
  have hd : (Fintype.card m : ℝ) ≠ 0 := Nat.cast_ne_zero.mpr Fintype.card_ne_zero
  have hc := div_mul_cancel₀ n.trace.re hd
  unfold electronNumber equalOccupation
  -- from here on `c` is the mean occupation `N/d`
  generalize n.trace.re / (Fintype.card m : ℝ) = c at hc ⊢
  rw [← trace_sq_eq_sum (hn.sub (scalar_isHermitian c))]
  have hexp : (n - (c : ℂ) • (1 : Matrix m m ℂ)) * (n - (c : ℂ) • (1 : Matrix m m ℂ)) =
      n * n - ((2 * c : ℝ) : ℂ) • n + ((c * c : ℝ) : ℂ) • (1 : Matrix m m ℂ) := by
    simp only [sub_mul, mul_sub, Matrix.smul_mul, Matrix.mul_smul, one_mul, mul_one]
    push_cast
    module
  have h1 : (n * (1 - n)).trace.re = n.trace.re - (n * n).trace.re := by
    rw [mul_sub, mul_one, Matrix.trace_sub, Complex.sub_re]
  rw [hexp, h1, Matrix.trace_add, Matrix.trace_sub, Matrix.trace_smul, Matrix.trace_smul,
    Matrix.trace_one]
  simp only [smul_eq_mul, Complex.add_re, Complex.sub_re, Complex.re_ofReal_mul,
    Complex.natCast_re]
  linear_combination c * hc
```

This is the central identity. For Hermitian $n$, with $D=n-(N/d)\,1$, it reads
$$\mathrm{tr}\,n(1-n)=N\Bigl(1-\frac Nd\Bigr)-\sum_{i,j}|D_{ij}|^2 .$$

To derive it, write $c=N/d$, so that $cd=N$. Then
$$D^2=n^2-2c\,n+c^2\,1,$$
and taking the trace gives
$$\mathrm{tr}\,D^2=\mathrm{tr}\,n^2-2cN+c^2d=\mathrm{tr}\,n^2-cN .$$
Therefore
$$\mathrm{tr}\,n(1-n)=N-\mathrm{tr}\,n^2=N-cN-\mathrm{tr}\,D^2 .$$
Since $D$ is Hermitian, $\mathrm{tr}\,D^2$ is the sum of its squared moduli.

The Lean proof takes the same route. The `generalize` step introduces $c$ and keeps the relation $cd=N$ under the name `hc`. The step `hexp` is the expansion of $D^2$, and `h1` is $\mathrm{tr}\,n(1-n)=N-\mathrm{tr}\,n^2$. The last line uses `hc`, multiplied by $c$, to replace $c^2d$ by $cN$.

```lean
/-- For a Hermitian occupation matrix with trace `N` on `d` orbitals, `tr n(1 - n)` is at
most `N(1 - N/d)`, with equality if and only if `n = (N/d) 1`. -/
theorem trace_le_and_eq_iff [Nonempty m] {n : Matrix m m ℂ} (hn : n.IsHermitian) :
    (n * (1 - n)).trace.re ≤
        electronNumber n * (1 - electronNumber n / (Fintype.card m : ℝ)) ∧
      ((n * (1 - n)).trace.re =
          electronNumber n * (1 - electronNumber n / (Fintype.card m : ℝ)) ↔
        n = equalOccupation (electronNumber n)) := by
  have h := trace_eq_sub_deviation hn
  have hrow : ∀ i ∈ Finset.univ, 0 ≤
      ∑ j, Complex.normSq ((n - equalOccupation (electronNumber n) : Matrix m m ℂ) i j) :=
    fun i _ => Finset.sum_nonneg fun j _ => Complex.normSq_nonneg _
  have hpos := Finset.sum_nonneg hrow
  refine ⟨by linarith, fun e => ?_, fun e => ?_⟩
  · -- equality forces every entry of the deviation to vanish
    have hz : ∑ i, ∑ j,
        Complex.normSq ((n - equalOccupation (electronNumber n) : Matrix m m ℂ) i j) = 0 := by
      linarith
    apply sub_eq_zero.mp
    ext i j
    have hi := (Finset.sum_eq_zero_iff_of_nonneg hrow).mp hz i (Finset.mem_univ i)
    have hij := (Finset.sum_eq_zero_iff_of_nonneg
      (fun j _ => Complex.normSq_nonneg
        ((n - equalOccupation (electronNumber n) : Matrix m m ℂ) i j))).mp hi j
      (Finset.mem_univ j)
    exact Complex.normSq_eq_zero.mp hij
  · have hz : n - equalOccupation (electronNumber n) = 0 := sub_eq_zero.mpr e
    rw [hz] at h
    simp only [Matrix.zero_apply, map_zero, Finset.sum_const_zero, sub_zero] at h
    exact h
```

The theorem has two parts joined by `∧`, which means "and". The first is the bound $\mathrm{tr}\,n(1-n)\le N(1-N/d)$. The second, with `↔` for "if and only if", says that equality holds exactly when $n=(N/d)\,1$.

Both follow from the identity. The subtracted sum is never negative, which gives the bound. If equality holds, the sum is zero; a sum of non-negative terms vanishes only if each term does, so every $D_{ij}=0$ and $n=(N/d)\,1$. Conversely, if $n=(N/d)\,1$ then $D=0$ and nothing is subtracted. Lean draws the middle conclusion twice, first for the rows (`hi`) and then for the entries within a row (`hij`).

The eigenvalues of $n$ are not required to lie between 0 and 1, so the bound covers more matrices than the physical ones. For $0\le N\le d$ the maximizer $(N/d)\,1$ is itself physical, and it is then also the maximum among physical occupation matrices.

```lean
/-- For `U > 0`, the equal occupation matrix `(N/d) 1` maximizes the DFT+U penalty among Hermitian
matrices with electron number `N`, and it is the only maximizer. -/
theorem penalty_le_equalOccupation [Nonempty m] {U : ℝ} (hU : 0 < U)
    {n : Matrix m m ℂ} (hn : n.IsHermitian) :
    hubbardPenalty U n ≤ hubbardPenalty U (equalOccupation (electronNumber n) : Matrix m m ℂ) ∧
      (hubbardPenalty U n =
          hubbardPenalty U (equalOccupation (electronNumber n) : Matrix m m ℂ) ↔
        n = equalOccupation (electronNumber n)) := by
  have h := trace_le_and_eq_iff hn
  have hE : (equalOccupation (electronNumber n) : Matrix m m ℂ).IsHermitian :=
    scalar_isHermitian _
  have hval := (trace_le_and_eq_iff hE).2.mpr (by rw [electronNumber_equalOccupation])
  rw [electronNumber_equalOccupation] at hval
  have hU2 : 0 < U / 2 := by linarith
  unfold hubbardPenalty
  rw [hval]
  exact ⟨mul_le_mul_of_nonneg_left h.1 hU2.le,
    fun e => h.2.mp (mul_left_cancel₀ hU2.ne' e),
    fun e => congrArg (fun x => U / 2 * x) (h.2.mpr e)⟩
```

Now the bound is stated for the penalty itself. For $U>0$ and Hermitian $n$ with $N$ electrons,
$$E_U(n)\le E_U\bigl((N/d)\,1\bigr)=\frac U2\,N\Bigl(1-\frac Nd\Bigr),$$
and equality holds only for $n=(N/d)\,1$.

The proof applies the previous theorem to equal occupation to find its value (`hval`), then multiplies the bound by $U/2$. Because $U/2$ is positive, the inequality keeps its direction, and the factor can be cancelled in the equality case. For the doublet with one electron the maximum is $\tfrac U2\cdot1\cdot\tfrac12=U/4$, the value found at the start.

## When symmetry fixes the occupations

```lean
/-- Let `U > 0`. If a Hermitian `n` with electron number `N` commutes with a set of matrices with
scalar commutant, then `n = (N/d) 1`, and every other Hermitian matrix with the same electron number
has a lower penalty. -/
theorem symmetric_occupation_maximizes [Nonempty m] {U : ℝ} (hU : 0 < U)
    {S : Set (Matrix m m ℂ)} (hS : ScalarCommutant S)
    {n : Matrix m m ℂ} (hn : n.IsHermitian) (hsym : ∀ g ∈ S, g * n = n * g) :
    n = equalOccupation (electronNumber n) ∧
      ∀ n' : Matrix m m ℂ, n'.IsHermitian → electronNumber n' = electronNumber n →
        n' ≠ n → hubbardPenalty U n' < hubbardPenalty U n := by
  have hd : (Fintype.card m : ℝ) ≠ 0 := Nat.cast_ne_zero.mpr Fintype.card_ne_zero
  obtain ⟨c, hc⟩ := hS n hn hsym
  -- the scalar is real because `n` is Hermitian
  have hreal : (c.re : ℂ) = c := by
    obtain ⟨i⟩ := ‹Nonempty m›
    have hi := hn.apply i i
    have hci : n i i = c := by rw [hc]; simp
    rw [hci] at hi
    exact Complex.conj_eq_iff_re.mp hi
  have hform : n = equalOccupation (c.re * (Fintype.card m : ℝ)) := by
    unfold equalOccupation
    rw [mul_div_cancel_right₀ _ hd, hreal]
    exact hc
  have hN : electronNumber n = c.re * (Fintype.card m : ℝ) := by
    rw [hform]
    exact electronNumber_equalOccupation _
  have heq : n = equalOccupation (electronNumber n) := by
    rw [hN]
    exact hform
  refine ⟨heq, fun n' hn' hN' hne => ?_⟩
  have p := penalty_le_equalOccupation hU hn'
  rw [hN', ← heq] at p
  exact lt_of_le_of_ne p.1 fun e => hne (p.2.mp e)
```

Suppose that $U>0$, that $n$ is Hermitian and commutes with every matrix in `S`, and that `S` has scalar commutant. Then $n=(N/d)\,1$, and every other Hermitian $n'$ with the same electron number has a strictly lower penalty. For $d=1$ there is no such $n'$, since the single entry is already fixed by $N$.

By hand, the commutant condition gives $n=c\,1$ for some complex $c$. A diagonal entry of a Hermitian matrix is real, so $c$ is real (`hreal`). The trace gives $N=cd$ (`hN`), hence $c=N/d$. The preceding theorem, applied to $n'$, gives $E_U(n')\le E_U(n)$, with equality only if $n'=n$. That case is excluded, so the inequality is strict.

The matrices in `S` need not be unitary or form a group; the proof uses only the commutation relations. Symmetries that involve complex conjugation, such as time reversal, are not described by this condition.

```lean
/-- The quarter turn and a mirror of the square, acting on a doublet of orbitals. -/
def squareSymmetry : Set (Matrix (Fin 2) (Fin 2) ℂ) :=
  {!![0, -1; 1, 0], !![1, 0; 0, -1]}
```

For the doublet $(p_x,p_y)$, the two matrices are
$$R=\begin{pmatrix}0&-1\\1&0\end{pmatrix},\qquad M=\begin{pmatrix}1&0\\0&-1\end{pmatrix}.$$
$R$ turns $p_x$ into $p_y$ and $p_y$ into $-p_x$, while $M$ reverses the sign of $p_y$. `Fin 2` labels the orbitals 0 and 1.

```lean
/-- The quarter turn and mirror on a doublet have scalar commutant, and equal occupations
commute with both. -/
theorem squareSymmetry_witness :
    ScalarCommutant squareSymmetry ∧
      ∀ N : ℝ, ∀ g ∈ squareSymmetry, g * equalOccupation N = equalOccupation N * g := by
  constructor
  · intro A _ h
    have hr := h !![0, -1; 1, 0] (Or.inl rfl)
    have hm := h !![1, 0; 0, -1] (Or.inr rfl)
    -- the mirror removes the off-diagonal entries, the rotation equates the diagonal ones
    have e01 : A 0 1 = 0 := by
      have e := congrFun (congrFun hm 0) 1
      simp [Matrix.mul_apply, Fin.sum_univ_two] at e
      linear_combination e / 2
    have e10 : A 1 0 = 0 := by
      have e := congrFun (congrFun hm 1) 0
      simp [Matrix.mul_apply, Fin.sum_univ_two] at e
      linear_combination -e / 2
    have e11 : A 1 1 = A 0 0 := by
      have e := congrFun (congrFun hr 0) 1
      simpa [Matrix.mul_apply, Fin.sum_univ_two] using e
    refine ⟨A 0 0, ?_⟩
    ext i j
    fin_cases i <;> fin_cases j <;> simp [e01, e10, e11]
  · intro N g _
    simp only [equalOccupation, Matrix.mul_smul, Matrix.smul_mul, mul_one, one_mul]

end

end EqualOccupationPenalty
```

The first part says that these two operations satisfy the commutant condition. Let $A$ commute with both. The upper right entry of $MA=AM$ reads $A_{01}=-A_{01}$, and the lower left entry reads $-A_{10}=A_{10}$, so both off-diagonal entries vanish. The upper right entry of $RA=AR$ reads $-A_{11}=-A_{00}$, so the diagonal entries agree. Hence $A=A_{00}\,1$. These are the steps `e01`, `e10` and `e11`, and none of them needs $A$ to be Hermitian.

The second part says that $(N/d)\,1$ commutes with both operations for every $N$, as any multiple of the identity does. The previous theorem therefore applies to the doublet from the opening: an occupation matrix that respects the quarter turn and the mirror has half an electron in each orbital when $N=1$, and any other Hermitian occupation matrix with one electron has a penalty below $U/4$.

```lean
#print axioms EqualOccupationPenalty.traces_real
#print axioms EqualOccupationPenalty.penalty_le_equalOccupation
#print axioms EqualOccupationPenalty.symmetric_occupation_maximizes
```

```
'EqualOccupationPenalty.traces_real' depends on axioms: [propext, Classical.choice, Quot.sound]
'EqualOccupationPenalty.penalty_le_equalOccupation' depends on axioms: [propext, Classical.choice, Quot.sound]
'EqualOccupationPenalty.symmetric_occupation_maximizes' depends on axioms: [propext, Classical.choice, Quot.sound]
```
